# A nontrivial solution of the radial Dirac equations has no density node at positive radius

In a nonrelativistic atom the radial density of a 2s electron drops to zero at the node of its radial function, whereas a Dirac electron has two radial functions, a large component \(P\) and a small component \(Q\), and its density \(P^2+Q^2\) vanishes only where both do. For real solutions in a central potential that acts equally on both components, the theorems below show that this happens at no radius \(r>0\), unless the solution is zero at all of them.

In Lean 4 with Mathlib:

```lean
import Mathlib

open Set

namespace RadialDirac

noncomputable section

/-- The radial Dirac equations on `r > 0` for the large component `P` and the small component `Q`,
with energy `E` counted from the rest energy; both equations are multiplied by `c`. -/
structure IsRadialDirac (c k E : ℝ) (V P Q : ℝ → ℝ) : Prop where
  diffP : ∀ r, 0 < r → DifferentiableAt ℝ P r
  diffQ : ∀ r, 0 < r → DifferentiableAt ℝ Q r
  eqP : ∀ r, 0 < r → c * (deriv P r + k * P r / r) = (E - V r + 2 * c ^ 2) * Q r
  eqQ : ∀ r, 0 < r → c * (deriv Q r - k * Q r / r) = -(E - V r) * P r

/-- The radial density `P² + Q²`. -/
def density (P Q : ℝ → ℝ) (r : ℝ) : ℝ := P r ^ 2 + Q r ^ 2

/-- The growth exponent `2|k| log r + 2cr`, for `r > 0`. -/
def growthExponent (c k r : ℝ) : ℝ := 2 * |k| * Real.log r + 2 * c * r

variable {c k E : ℝ} {V P Q : ℝ → ℝ}

/-- For `c ≠ 0` and `r > 0` the derivative of the density of a solution is
`4cPQ - 2k(P² - Q²)/r`, in which the potential and the energy do not appear. -/
theorem hasDerivAt_density (hc : c ≠ 0) (h : IsRadialDirac c k E V P Q) {r : ℝ} (hr : 0 < r) :
    HasDerivAt (density P Q)
      (4 * c * (P r * Q r) - 2 * k * (P r ^ 2 - Q r ^ 2) / r) r := by
  have hP := (h.diffP r hr).hasDerivAt
  have hQ := (h.diffQ r hr).hasDerivAt
  have hfun : density P Q = fun x => P x * P x + Q x * Q x := by
    funext x
    simp only [density]
    ring
  rw [hfun]
  refine ((hP.fun_mul hP).fun_add (hQ.fun_mul hQ)).congr_deriv ?_
  -- the terms with E - V cancel between the two equations
  apply mul_left_cancel₀ hc
  linear_combination 2 * P r * h.eqP r hr + 2 * Q r * h.eqQ r hr

/-- For `c > 0` and `r > 0` the rate of change `4cpq - 2k(p² - q²)/r` is at most
`2|k|/r + 2c` times `p² + q²` in absolute value. -/
theorem abs_rate_le (hc : 0 < c) (k p q : ℝ) {r : ℝ} (hr : 0 < r) :
    |4 * c * (p * q) - 2 * k * (p ^ 2 - q ^ 2) / r|
      ≤ (2 * |k| / r + 2 * c) * (p ^ 2 + q ^ 2) := by
  have h1 : |p ^ 2 - q ^ 2| ≤ p ^ 2 + q ^ 2 := by
    rw [abs_le]
    constructor <;> linarith [sq_nonneg p, sq_nonneg q]
  have h2 : |k * (p ^ 2 - q ^ 2)| ≤ |k| * (p ^ 2 + q ^ 2) := by
    rw [abs_mul]
    exact mul_le_mul_of_nonneg_left h1 (abs_nonneg k)
  have h3 : |k * (p ^ 2 - q ^ 2) / r| ≤ |k| * (p ^ 2 + q ^ 2) / r := by
    rw [abs_div, abs_of_pos hr]
    gcongr
  obtain ⟨h4, h5⟩ := abs_le.1 h3
  have e1 := mul_nonneg hc.le (sq_nonneg (p - q))
  have e2 := mul_nonneg hc.le (sq_nonneg (p + q))
  have e3 : 2 * k * (p ^ 2 - q ^ 2) / r = 2 * (k * (p ^ 2 - q ^ 2) / r) := by ring
  have e4 : (2 * |k| / r + 2 * c) * (p ^ 2 + q ^ 2)
      = 2 * (|k| * (p ^ 2 + q ^ 2) / r) + 2 * c * (p ^ 2 + q ^ 2) := by ring
  rw [e3, e4, abs_le]
  constructor <;> nlinarith

/-- For `c > 0` and radii `0 < r ≤ s`, the density of a solution at either radius is at most
`exp (w s - w r)` times the density at the other, where `w` is the growth exponent. -/
theorem density_bounds (hc : 0 < c) (h : IsRadialDirac c k E V P Q) {r s : ℝ}
    (hr : 0 < r) (hrs : r ≤ s) :
    density P Q s ≤ Real.exp (growthExponent c k s - growthExponent c k r) * density P Q r ∧
    density P Q r ≤ Real.exp (growthExponent c k s - growthExponent c k r) * density P Q s := by
  have hs : 0 < s := lt_of_lt_of_le hr hrs
  have hw : ∀ x, 0 < x → HasDerivAt (growthExponent c k) (2 * |k| / x + 2 * c) x := by
    intro x hx
    exact (((Real.hasDerivAt_log hx.ne').const_mul (2 * |k|)).fun_add
      ((hasDerivAt_id' x).const_mul (2 * c))).congr_deriv (by ring)
  have hup : ∀ x, 0 < x → HasDerivAt (fun y => Real.exp (growthExponent c k y) * density P Q y)
      (Real.exp (growthExponent c k x) * ((2 * |k| / x + 2 * c) * density P Q x +
        (4 * c * (P x * Q x) - 2 * k * (P x ^ 2 - Q x ^ 2) / x))) x := by
    intro x hx
    exact ((hw x hx).exp.fun_mul (hasDerivAt_density hc.ne' h hx)).congr_deriv (by ring)
  have hdn : ∀ x, 0 < x → HasDerivAt (fun y => Real.exp (-growthExponent c k y) * density P Q y)
      (Real.exp (-growthExponent c k x) * ((4 * c * (P x * Q x) -
        2 * k * (P x ^ 2 - Q x ^ 2) / x) - (2 * |k| / x + 2 * c) * density P Q x)) x := by
    intro x hx
    have he : HasDerivAt (fun y => Real.exp (-growthExponent c k y))
        (Real.exp (-growthExponent c k x) * (-(2 * |k| / x + 2 * c))) x :=
      (hw x hx).fun_neg.exp
    exact (he.fun_mul (hasDerivAt_density hc.ne' h hx)).congr_deriv (by ring)
  -- one weighted density increases, the other decreases
  have hmono : MonotoneOn (fun y => Real.exp (growthExponent c k y) * density P Q y) (Ioi 0) := by
    refine monotoneOn_of_deriv_nonneg (convex_Ioi 0)
      (fun x hx => (hup x hx).continuousAt.continuousWithinAt)
      (fun x hx => (hup x (interior_subset hx)).differentiableAt.differentiableWithinAt) ?_
    intro x hx
    have hx' : 0 < x := interior_subset hx
    rw [(hup x hx').deriv]
    have hb := (abs_le.1 (abs_rate_le hc k (P x) (Q x) hx')).1
    refine mul_nonneg (Real.exp_pos _).le ?_
    unfold density
    linarith
  have hanti : AntitoneOn (fun y => Real.exp (-growthExponent c k y) * density P Q y) (Ioi 0) := by
    refine antitoneOn_of_deriv_nonpos (convex_Ioi 0)
      (fun x hx => (hdn x hx).continuousAt.continuousWithinAt)
      (fun x hx => (hdn x (interior_subset hx)).differentiableAt.differentiableWithinAt) ?_
    intro x hx
    have hx' : 0 < x := interior_subset hx
    rw [(hdn x hx').deriv]
    have hb := (abs_le.1 (abs_rate_le hc k (P x) (Q x) hx')).2
    refine mul_nonpos_of_nonneg_of_nonpos (Real.exp_pos _).le ?_
    unfold density
    linarith
  constructor
  · calc density P Q s = Real.exp (growthExponent c k s) *
          (Real.exp (-growthExponent c k s) * density P Q s) := by
          rw [← mul_assoc, ← Real.exp_add, add_neg_cancel, Real.exp_zero, one_mul]
      _ ≤ Real.exp (growthExponent c k s) * (Real.exp (-growthExponent c k r) * density P Q r) :=
          mul_le_mul_of_nonneg_left (hanti (mem_Ioi.2 hr) (mem_Ioi.2 hs) hrs) (Real.exp_pos _).le
      _ = _ := by rw [← mul_assoc, ← Real.exp_add, sub_eq_add_neg]
  · calc density P Q r = Real.exp (-growthExponent c k r) *
          (Real.exp (growthExponent c k r) * density P Q r) := by
          rw [← mul_assoc, ← Real.exp_add, neg_add_cancel, Real.exp_zero, one_mul]
      _ ≤ Real.exp (-growthExponent c k r) * (Real.exp (growthExponent c k s) * density P Q s) :=
          mul_le_mul_of_nonneg_left (hmono (mem_Ioi.2 hr) (mem_Ioi.2 hs) hrs) (Real.exp_pos _).le
      _ = _ := by rw [← mul_assoc, ← Real.exp_add, neg_add_eq_sub]

/-- For `c > 0`, if both components of a solution vanish at one radius `a > 0`, then both vanish
at every radius `r > 0`. -/
theorem eq_zero_of_common_zero (hc : 0 < c) (h : IsRadialDirac c k E V P Q) {a : ℝ}
    (ha : 0 < a) (hPa : P a = 0) (hQa : Q a = 0) {r : ℝ} (hr : 0 < r) : P r = 0 ∧ Q r = 0 := by
  have hz : density P Q a = 0 := by simp [density, hPa, hQa]
  have hle : density P Q r ≤ 0 := by
    rcases le_total a r with har | hra
    · have hb := (density_bounds hc h ha har).1
      rwa [hz, mul_zero] at hb
    · have hb := (density_bounds hc h hr hra).2
      rwa [hz, mul_zero] at hb
  unfold density at hle
  have h1 : P r ^ 2 = 0 := by linarith [sq_nonneg (P r), sq_nonneg (Q r)]
  have h2 : Q r ^ 2 = 0 := by linarith [sq_nonneg (P r), sq_nonneg (Q r)]
  exact ⟨(pow_eq_zero_iff two_ne_zero).1 h1, (pow_eq_zero_iff two_ne_zero).1 h2⟩

/-- For `c > 0`, the density of a solution that is nonzero at some positive radius is strictly
positive at every `r > 0`. -/
theorem density_pos (hc : 0 < c) (h : IsRadialDirac c k E V P Q)
    (hne : ∃ s, 0 < s ∧ (P s ≠ 0 ∨ Q s ≠ 0)) {r : ℝ} (hr : 0 < r) : 0 < density P Q r := by
  obtain ⟨s, hs, hPQ⟩ := hne
  by_contra hn
  have hle := not_lt.1 hn
  unfold density at hle
  have h1 : P r ^ 2 = 0 := by linarith [sq_nonneg (P r), sq_nonneg (Q r)]
  have h2 : Q r ^ 2 = 0 := by linarith [sq_nonneg (P r), sq_nonneg (Q r)]
  obtain ⟨h3, h4⟩ := eq_zero_of_common_zero hc h hr ((pow_eq_zero_iff two_ne_zero).1 h1)
    ((pow_eq_zero_iff two_ne_zero).1 h2) hs
  exact hPQ.elim (fun g => g h3) (fun g => g h4)

/-- For `c > 0` and a nontrivial solution, the large component has nonzero slope at each of its
nodes `r > 0` where `E - V + 2c²` is nonzero. -/
theorem deriv_ne_zero_at_node (hc : 0 < c) (h : IsRadialDirac c k E V P Q)
    (hne : ∃ s, 0 < s ∧ (P s ≠ 0 ∨ Q s ≠ 0)) {r : ℝ} (hr : 0 < r) (hP : P r = 0)
    (hV : E - V r + 2 * c ^ 2 ≠ 0) : deriv P r ≠ 0 := by
  intro hd
  have e := h.eqP r hr
  rw [hd, hP] at e
  have e0 : (E - V r + 2 * c ^ 2) * Q r = 0 := by
    rw [← e]
    ring
  have hQ : Q r = 0 := (mul_eq_zero.1 e0).resolve_left hV
  have hpos := density_pos hc h hne hr
  simp [density, hP, hQ] at hpos

/-- For `c > 0`, two solutions with the same `k`, energy and potential whose components agree at
one radius `a > 0` agree at every `r > 0`. -/
theorem eq_of_eq_at_point (hc : 0 < c) {P' Q' : ℝ → ℝ} (h : IsRadialDirac c k E V P Q)
    (h' : IsRadialDirac c k E V P' Q') {a : ℝ} (ha : 0 < a) (hPa : P a = P' a)
    (hQa : Q a = Q' a) {r : ℝ} (hr : 0 < r) : P r = P' r ∧ Q r = Q' r := by
  -- the difference of two solutions is a solution
  have hsub : IsRadialDirac c k E V (fun x => P x - P' x) (fun x => Q x - Q' x) := by
    refine ⟨fun x hx => ((h.diffP x hx).hasDerivAt.fun_sub
        (h'.diffP x hx).hasDerivAt).differentiableAt,
      fun x hx => ((h.diffQ x hx).hasDerivAt.fun_sub
        (h'.diffQ x hx).hasDerivAt).differentiableAt, fun x hx => ?_, fun x hx => ?_⟩
    · show c * (deriv (fun x => P x - P' x) x + k * (P x - P' x) / x)
        = (E - V x + 2 * c ^ 2) * (Q x - Q' x)
      rw [((h.diffP x hx).hasDerivAt.fun_sub (h'.diffP x hx).hasDerivAt).deriv]
      linear_combination h.eqP x hx - h'.eqP x hx
    · show c * (deriv (fun x => Q x - Q' x) x - k * (Q x - Q' x) / x)
        = -(E - V x) * (P x - P' x)
      rw [((h.diffQ x hx).hasDerivAt.fun_sub (h'.diffQ x hx).hasDerivAt).deriv]
      linear_combination h.eqQ x hx - h'.eqQ x hx
  obtain ⟨h1, h2⟩ := eq_zero_of_common_zero hc hsub ha (sub_eq_zero.2 hPa) (sub_eq_zero.2 hQa) hr
  exact ⟨sub_eq_zero.1 h1, sub_eq_zero.1 h2⟩

/-- The radial profile `r^γ exp(-Zr)`, for `r > 0`. -/
def coulombProfile (Z γ r : ℝ) : ℝ := r ^ γ * Real.exp (-Z * r)

/-- For `c > 0`, `γ ≥ 0` and `c²(1 - γ²) = Z²`, the components `c(1 + γ)` and `-Z` times
`r^γ exp(-Zr)` solve the equations with `V = -Z/r`, `k = -1` and `E = c²(γ - 1)`, and their
density is positive at every `r > 0`. -/
theorem coulomb_witness {Z γ : ℝ} (hc : 0 < c) (hγ0 : 0 ≤ γ) (hγ : c ^ 2 * (1 - γ ^ 2) = Z ^ 2) :
    IsRadialDirac c (-1) (c ^ 2 * (γ - 1)) (fun r => -Z / r)
      (fun r => c * (1 + γ) * coulombProfile Z γ r) (fun r => -Z * coulombProfile Z γ r) ∧
    ∀ r, 0 < r → 0 < density (fun r => c * (1 + γ) * coulombProfile Z γ r)
      (fun r => -Z * coulombProfile Z γ r) r := by
  have hf : ∀ r, 0 < r →
      HasDerivAt (coulombProfile Z γ) ((γ / r - Z) * coulombProfile Z γ r) r := by
    intro r hr
    have h1 : HasDerivAt (fun x : ℝ => x ^ γ) (γ * r ^ (γ - 1)) r :=
      Real.hasDerivAt_rpow_const (Or.inl hr.ne')
    rw [Real.rpow_sub_one hr.ne'] at h1
    have h2 : HasDerivAt (fun x => Real.exp (-Z * x)) (Real.exp (-Z * r) * (-Z * 1)) r :=
      ((hasDerivAt_id' r).const_mul (-Z)).exp
    exact (h1.fun_mul h2).congr_deriv (by simp only [coulombProfile]; ring)
  refine ⟨⟨fun r hr => ((hf r hr).const_mul (c * (1 + γ))).differentiableAt,
    fun r hr => ((hf r hr).const_mul (-Z)).differentiableAt,
    fun r hr => ?_, fun r hr => ?_⟩, fun r hr => ?_⟩
  · have hd : deriv (fun r => c * (1 + γ) * coulombProfile Z γ r) r
        = c * (1 + γ) * ((γ / r - Z) * coulombProfile Z γ r) := ((hf r hr).const_mul _).deriv
    rw [hd]
    show c * (c * (1 + γ) * ((γ / r - Z) * coulombProfile Z γ r)
        + (-1) * (c * (1 + γ) * coulombProfile Z γ r) / r)
      = (c ^ 2 * (γ - 1) - -Z / r + 2 * c ^ 2) * (-Z * coulombProfile Z γ r)
    linear_combination -(coulombProfile Z γ r / r) * hγ
  · have hd : deriv (fun r => -Z * coulombProfile Z γ r) r
        = -Z * ((γ / r - Z) * coulombProfile Z γ r) := ((hf r hr).const_mul _).deriv
    rw [hd]
    show c * (-Z * ((γ / r - Z) * coulombProfile Z γ r)
        - (-1) * (-Z * coulombProfile Z γ r) / r)
      = -(c ^ 2 * (γ - 1) - -Z / r) * (c * (1 + γ) * coulombProfile Z γ r)
    linear_combination -(c * coulombProfile Z γ r) * hγ
  · have hpos : 0 < coulombProfile Z γ r :=
      mul_pos (Real.rpow_pos_of_pos hr γ) (Real.exp_pos _)
    have hl : 0 < c * (1 + γ) * coulombProfile Z γ r :=
      mul_pos (mul_pos hc (by linarith)) hpos
    exact add_pos_of_pos_of_nonneg (pow_pos hl 2) (sq_nonneg _)

end

end RadialDirac
```

```lean
#print axioms RadialDirac.density_pos
#print axioms RadialDirac.deriv_ne_zero_at_node
#print axioms RadialDirac.eq_of_eq_at_point
```

```
'RadialDirac.density_pos' depends on axioms: [propext, Classical.choice, Quot.sound]
'RadialDirac.deriv_ne_zero_at_node' depends on axioms: [propext, Classical.choice, Quot.sound]
'RadialDirac.eq_of_eq_at_point' depends on axioms: [propext, Classical.choice, Quot.sound]
```

## Equations and assumptions

`IsRadialDirac c k E V P Q` says that \(P\) and \(Q\) are differentiable at every \(r>0\) and satisfy there

\[
P'=-\frac{k}{r}P+\frac{E-V+2c^2}{c}\,Q,\qquad
Q'=\frac{k}{r}Q-\frac{E-V}{c}\,P .
\]

The fields `eqP` and `eqQ` hold these equations multiplied by \(c\). Units are atomic, \(c\) is the speed of light, and the energy \(E\) is counted from the rest energy, which is where the \(2c^2\) comes from. The number \(k\) is the relativistic angular quantum number, a nonzero integer in an atom; here any real value is allowed. The potential `V` is a real function, with no continuity assumed explicitly. Potentials with a finite jump at some \(r>0\), such as a square well, are nevertheless not usefully covered: for a nontrivial solution \(P'\) or \(Q'\) would have to jump there too, which is impossible for a function differentiable at every \(r>0\).

The main theorem, `eq_zero_of_common_zero`, says that if \(c>0\) and \(P(a)=Q(a)=0\) at one radius \(a>0\), then \(P(r)=Q(r)=0\) at every \(r>0\). `density_pos` turns this round: if either component is nonzero at some positive radius, then \(P^2+Q^2>0\) at all of them.

No boundary condition or normalisation is imposed, so \(E\) need not be an eigenvalue. The origin is excluded, and the density may tend to zero there. Nonlocal exchange, as in Dirac–Hartree–Fock equations, is not covered.

## The potential cancels from the derivative of the density

Write \(\rho=P^2+Q^2\). Inserting the equations into \(\rho'=2PP'+2QQ'\) gives

\[
\rho'=-\frac{2k}{r}P^2+\frac{2(E-V)}{c}PQ+4c\,PQ+\frac{2k}{r}Q^2-\frac{2(E-V)}{c}PQ
=4c\,PQ-\frac{2k}{r}(P^2-Q^2).
\]

The terms with \(E-V\) cancel because the same potential acts on both components. `hasDerivAt_density` obtains this by adding \(2P\) times `eqP` to \(2Q\) times `eqQ` and cancelling the common factor \(c\).

Since \(2|PQ|\le\rho\) and \(|P^2-Q^2|\le\rho\),

\[
|\rho'|\le\Bigl(\frac{2|k|}{r}+2c\Bigr)\rho .
\]

This is `abs_rate_le`; the first inequality comes from \((P\pm Q)^2\ge0\).

## A zero would spread to every radius

The bracket is the derivative of \(w(r)=2|k|\log r+2cr\), called `growthExponent`. Therefore

\[
(e^{w}\rho)'=e^{w}(w'\rho+\rho')\ge0,\qquad
(e^{-w}\rho)'=e^{-w}(\rho'-w'\rho)\le0 .
\]

So \(e^w\rho\) never decreases and \(e^{-w}\rho\) never increases; these are `hmono` and `hanti` inside `density_bounds`. For \(0<r\le s\), comparing the values at the two radii gives

\[
\rho(s)\le e^{w(s)-w(r)}\rho(r),\qquad \rho(r)\le e^{w(s)-w(r)}\rho(s).
\]

If \(\rho(a)=0\), the first bound forces \(\rho\le0\) at every larger radius and the second at every smaller one. A sum of two squares that is at most zero has both squares zero, which proves the main theorem.

## Nodes, matching and a Coulomb example

At a node of \(P\), the first equation reduces to \(cP'=(E-V+2c^2)Q\). For a nontrivial solution \(Q\ne0\) there, so \(P'\ne0\) whenever \(E-V+2c^2\ne0\). This is `deriv_ne_zero_at_node`; its condition on the energy holds automatically if \(V\le0\) and \(E>-2c^2\).

The difference of two solutions with the same \(c\), \(k\), \(E\) and \(V\) is again a solution, so two that agree in both components at one radius agree at every \(r>0\) (`eq_of_eq_at_point`). In a four-component atomic calculation with a fixed local central potential, the two values at a matching radius thus determine the whole radial solution for given \(k\) and \(E\).

`coulomb_witness` gives an explicit case. With \(V=-Z/r\), \(k=-1\), \(\gamma\ge0\) and \(c^2(1-\gamma^2)=Z^2\), the functions

\[
P=c(1+\gamma)\,r^\gamma e^{-Zr},\qquad Q=-Z\,r^\gamma e^{-Zr}
\]

solve the equations at \(E=c^2(\gamma-1)\). The proof differentiates the common profile and uses the relation between \(\gamma\) and \(Z\) in both equations; the density is positive because \(P>0\). For \(0<Z<c\) these are the unnormalised radial functions of the 1s state of a hydrogen-like ion with a point nucleus.
